# Wannier functions from ultrasoft Bloch states are S-orthonormal exactly when the mixing matrices are unitary

After an ultrasoft pseudopotential calculation on a mesh of k points, one can mix the Bloch states of a group of bands by matrices \(U(k)\), Fourier transform them to Wannier functions \(w_{nR}\), and expand a state \(f\) of that group with coefficients \(\langle w_{nR}, S f\rangle\). Reading off coefficients in this way relies on \(\langle w_{mR}, S w_{nR'}\rangle = \delta_{mn}\delta_{RR'}\), where \(S\) is the overlap operator. Consider a one-dimensional periodic ring of \(N\) cells, with as many Wannier functions per cell as bands in the group, Bloch states that are S-orthonormal at each \(k\), and the prefactor \(1/\sqrt N\) in the Fourier transform. Then this holds if and only if every \(U(k)\) is unitary.

## A ring of N cells

The crystal has \(N \ge 1\) cells with periodic boundary conditions, so cells \(R\) and crystal momenta \(k\) are both integers modulo \(N\), the type `ZMod N`. The finite type `B` labels the bands. The states live in a complex inner product space `H`, which need not be finite-dimensional; the inner product is conjugate-linear in its first argument.

```lean
import Mathlib

open Matrix ComplexConjugate

namespace UltrasoftWannier

noncomputable section

variable {N : ℕ} [NeZero N] {B : Type*} [Fintype B] [DecidableEq B]
variable {H : Type*} [NormedAddCommGroup H] [InnerProductSpace ℂ H]
```

Translation by \(R\) cells multiplies a Bloch state of momentum \(k\) by

\[ \varphi_k(R) = e^{-2\pi i kR/N}. \]

The sign belongs to the convention \((T_R f)(r) = f(r-R)\). In Lean, `k.val` and `R.val` are the representatives between \(0\) and \(N-1\).

```lean
/-- The Bloch phase `exp(-2πi k R / N)` of crystal momentum `k` under translation by `R`. -/
def phase (k R : ZMod N) : ℂ :=
  Complex.exp (-2 * Real.pi * Complex.I * (k.val * R.val) / N)
```

## Translations, overlap operator and Bloch states

An ultrasoft scheme gives up norm conservation so that the pseudo-wavefunctions can be smoother, and \(S\) restores the missing augmentation part of the norm. The assumptions on the linear maps \(T_R\) and \(S\) and on the states \(\psi_{mk}\) are:

- `trans_zero` and `trans_add`: \(T_0 = 1\) and \(T_{R+R'} = T_R T_{R'}\).
- `unitary`: \(\langle T_R x, T_R y\rangle = \langle x, y\rangle\). With the group law, each \(T_R\) is invertible and therefore unitary.
- `comm`: \(S T_R = T_R S\), since the augmentation is the same in every cell.
- `bloch`: \(T_1\psi_{mk} = \varphi_k(1)\psi_{mk}\), for the primitive translation only.
- `normalized`: \(\langle\psi_{mk}, S\psi_{nk}\rangle = \delta_{mn}\), at equal \(k\) only.

The last condition is the usual normalisation of solutions of the generalised eigenvalue problem; it is assumed here, not derived from a Hamiltonian. The physical \(S\) is Hermitian, but the argument does not use this, nor the explicit form of \(S\) in terms of projectors.

```lean
/-- Bloch states `ψ m k` of an ultrasoft crystal: the translations `T` form a group action that
preserves the inner product and commutes with the overlap operator `S`; the primitive translation
multiplies `ψ m k` by its Bloch phase; bands at equal `k` are `S`-orthonormal. -/
structure IsUltrasoftBloch (T : ZMod N → H →ₗ[ℂ] H) (S : H →ₗ[ℂ] H)
    (ψ : B → ZMod N → H) : Prop where
  trans_zero : ∀ x, T 0 x = x
  trans_add : ∀ R R' x, T (R + R') x = T R (T R' x)
  unitary : ∀ R x y, inner ℂ (T R x) (T R y) = inner ℂ x y
  comm : ∀ R x, S (T R x) = T R (S x)
  bloch : ∀ m k, T 1 (ψ m k) = phase k 1 • ψ m k
  normalized : ∀ m n k, inner ℂ (ψ m k) (S (ψ n k)) = if m = n then 1 else 0
```

The Wannier function of index \(n\) in cell \(R\) is a translated copy of the one in the home cell:

\[ w_{nR} = T_R\, \frac{1}{\sqrt N}\sum_{k}\sum_{m} U_{mn}(k)\,\psi_{mk}. \]

The entry \(U_{mn}(k)\) is `U k m n`. The matrices are square, so there are as many Wannier functions per cell as bands; disentangling a smaller set from a larger one is not covered.

```lean
/-- The Wannier function of index `n` in cell `R`: the translate by `R` of
`N^(-1/2) ∑ U(k)_mn ψ_mk`, summed over `k` and `m`. -/
def wannier (T : ZMod N → H →ₗ[ℂ] H) (ψ : B → ZMod N → H)
    (U : ZMod N → Matrix B B ℂ) (n : B) (R : ZMod N) : H :=
  T R (((Real.sqrt N : ℝ) : ℂ)⁻¹ • ∑ k, ∑ m, U k m n • ψ m k)
```

## Arithmetic of the Bloch phases

Changing \(k\) or \(R\) by a multiple of \(N\) changes the exponent by a multiple of \(2\pi i\), so \(\varphi_k(R)\) depends only on the product \(kR\) modulo \(N\). The first lemma expresses this by identifying the phase with Mathlib's standard additive character evaluated at \(-kR\).

```lean
/-- The Bloch phase is the standard additive character of `ZMod N` at `-kR`. -/
theorem phase_eq (k R : ZMod N) : phase k R = ZMod.stdAddChar (-(k * R)) := by
  have e : ((-((k.val : ℤ) * (R.val : ℤ)) : ℤ) : ZMod N) = -(k * R) := by simp
  rw [← e, ZMod.stdAddChar_coe, phase]
  congr 1
  push_cast
  ring
```

A character turns sums into products, hence

\[ \varphi_k(R+R') = \varphi_k(R)\,\varphi_k(R'). \]

```lean
/-- Bloch phases of successive translations multiply. -/
theorem phase_add (k R R' : ZMod N) : phase k (R + R') = phase k R * phase k R' := by
  rw [phase_eq, phase_eq, phase_eq, ← AddChar.map_add_eq_mul]
  congr 1
  ring
```

Since \(|\varphi_k(R)| = 1\), multiplying \(\varphi_k(R') = \varphi_k(R)\,\varphi_k(R'-R)\) by \(\varphi_k(R)^*\) gives

\[ \varphi_k(R)^*\,\varphi_k(R') = \varphi_k(R'-R). \]

```lean
/-- The relative Bloch phase between two cells depends only on their separation. -/
theorem phase_conj_mul (k R R' : ZMod N) :
    conj (phase k R) * phase k R' = phase k (R' - R) := by
  have h1 : conj (phase k R) * phase k R = 1 := by
    rw [phase, ← Complex.exp_conj, ← Complex.exp_add]
    convert Complex.exp_zero using 2
    simp only [map_div₀, map_mul, map_neg, Complex.conj_ofReal, Complex.conj_I,
      map_natCast, map_ofNat]
    ring
  have h2 := phase_add k R (R' - R)
  rw [add_sub_cancel] at h2
  rw [h2, ← mul_assoc, h1, one_mul]
```

For the sum over \(k\), put \(z = e^{-2\pi i R/N}\). If \(R = 0\), every term is 1 and the sum is \(N\). Otherwise \(z \ne 1\) and \(z^N = 1\), so

\[ \sum_{k}\varphi_k(R) = \sum_{k=0}^{N-1} z^k = \frac{z^N-1}{z-1} = 0. \]

Lean takes this cancellation from Mathlib's theorem on sums of primitive characters.

```lean
/-- The Bloch phases summed over the Brillouin zone give `N` for `R = 0` and cancel otherwise. -/
theorem sum_phase (R : ZMod N) : ∑ k, phase k R = if R = 0 then (N : ℂ) else 0 := by
  have h := AddChar.sum_mulShift (-R) (ZMod.isPrimitive_stdAddChar N)
  simp only [phase_eq, ← mul_neg]
  rw [h]
  by_cases hR : R = 0 <;> simp [hR, ZMod.card]
```

## From the primitive translation to all translations

Apply \(T_1\) repeatedly. If \(T_j\psi_{mk} = \varphi_k(j)\psi_{mk}\), then

\[ T_{j+1}\psi_{mk} = T_jT_1\psi_{mk} = \varphi_k(1)\varphi_k(j)\psi_{mk} = \varphi_k(j+1)\psi_{mk}. \]

The induction starts from \(T_0 = 1\) and runs over natural numbers \(j\); taking \(j\) to be the representative of \(R\) reaches every translation.

```lean
variable {T : ZMod N → H →ₗ[ℂ] H} {S : H →ₗ[ℂ] H} {ψ : B → ZMod N → H}

omit [Fintype B] in
/-- Every lattice translation multiplies an ultrasoft Bloch state by its Bloch phase. -/
theorem bloch_translate (h : IsUltrasoftBloch T S ψ) (m : B) (k R : ZMod N) :
    T R (ψ m k) = phase k R • ψ m k := by
  -- repeat the primitive translation
  have key : ∀ j : ℕ, T (j : ZMod N) (ψ m k) = phase k (j : ZMod N) • ψ m k := by
    intro j
    induction j with
    | zero => simp [phase, h.trans_zero]
    | succ j ih =>
      rw [Nat.cast_succ, h.trans_add, h.bloch, map_smul, ih, smul_smul, phase_add, mul_comm]
  have := key R.val
  rwa [ZMod.natCast_zmod_val] at this
```

## Different crystal momenta are S-orthogonal

For \(k \ne q\), unitarity of \(T_1\) and its commutation with \(S\) give

\[ \langle\psi_{mk}, S\psi_{nq}\rangle = \langle T_1\psi_{mk}, S\,T_1\psi_{nq}\rangle = e^{-2\pi i(q-k)/N}\,\langle\psi_{mk}, S\psi_{nq}\rangle. \]

The phase differs from 1, so the overlap vanishes. Together with the normalisation at equal \(k\),

\[ \langle\psi_{mk}, S\psi_{nq}\rangle = \delta_{kq}\,\delta_{mn}. \]

In the proof, `h1` is the translated identity, `h2` says that the phase is not 1, and `h5` is the difference of the two sides of `h1`, written as a vanishing product.

```lean
omit [Fintype B] in
/-- Ultrasoft Bloch states are `S`-orthonormal in band and crystal momentum together. -/
theorem bloch_overlap (h : IsUltrasoftBloch T S ψ) (m n : B) (k q : ZMod N) :
    inner ℂ (ψ m k) (S (ψ n q)) = if k = q ∧ m = n then 1 else 0 := by
  by_cases hkq : k = q
  · subst hkq
    simp [h.normalized]
  · have hc : ∀ a b : ZMod N, phase a b = phase b a := by
      intro a b
      rw [phase_eq, phase_eq, mul_comm]
    -- translation invariance: the overlap equals itself times a phase different from one
    have h1 := h.unitary 1 (ψ m k) (S (ψ n q))
    rw [← h.comm, h.bloch, h.bloch, map_smul, inner_smul_left, inner_smul_right,
      ← mul_assoc, hc k 1, hc q 1, phase_conj_mul] at h1
    have h2 : phase 1 (q - k) ≠ 1 := by
      intro h3
      rw [phase_eq, ← AddChar.map_zero_eq_one (ZMod.stdAddChar (N := N))] at h3
      have h4 := ZMod.injective_stdAddChar h3
      rw [one_mul, neg_sub] at h4
      exact hkq (sub_eq_zero.1 h4)
    have h5 : (phase 1 (q - k) - 1) * inner ℂ (ψ m k) (S (ψ n q)) = 0 := by
      linear_combination h1
    rw [if_neg (fun h6 => hkq h6.1)]
    exact (mul_eq_zero.1 h5).resolve_left (sub_ne_zero.2 h2)
```

## The overlap of two Wannier functions

Moving \(T_R\) inside the sum gives the Bloch expansion

\[ w_{mR} = \sum_{k}\sum_i \frac{1}{\sqrt N}\,\varphi_k(R)\,U_{im}(k)\,\psi_{ik}. \]

By the orthonormality just found, only equal momenta and equal bands survive in the overlap:

\[
\begin{aligned}
\langle w_{mR}, S w_{nR'}\rangle
&= \frac1N\sum_k \varphi_k(R)^*\varphi_k(R')\sum_i U_{im}(k)^*U_{in}(k)\\
&= \frac1N\sum_k \varphi_k(R'-R)\,\bigl(U(k)^\dagger U(k)\bigr)_{mn}.
\end{aligned}
\]

This holds for arbitrary matrices \(U(k)\). In the proof, `expand` is the Bloch expansion, `pair` collapses the double sum for general coefficients, and `ha` combines the two factors \(N^{-1/2}\).

```lean
/-- For arbitrary mixing matrices `U(k)`, the `S`-overlap of two Wannier functions is the
Brillouin-zone average of the `(m, n)` entry of `U(k)ᴴ U(k)`, weighted by the relative Bloch phase.
-/
theorem wannier_gram (h : IsUltrasoftBloch T S ψ) (U : ZMod N → Matrix B B ℂ)
    (m n : B) (R R' : ZMod N) :
    inner ℂ (wannier T ψ U m R) (S (wannier T ψ U n R')) =
      (N : ℂ)⁻¹ * ∑ k, phase k (R' - R) * ((U k)ᴴ * U k) m n := by
  -- overlap of two general Bloch expansions
  have pair : ∀ c d : ZMod N → B → ℂ,
      inner ℂ (∑ k, ∑ i, c k i • ψ i k) (S (∑ k, ∑ i, d k i • ψ i k)) =
        ∑ k, ∑ i, conj (c k i) * d k i := by
    intro c d
    rw [sum_inner]
    refine Finset.sum_congr rfl fun k _ => ?_
    rw [sum_inner]
    refine Finset.sum_congr rfl fun i _ => ?_
    simp only [map_sum, map_smul, inner_sum, inner_smul_left, inner_smul_right,
      bloch_overlap h]
    rw [Finset.sum_eq_single k]
    · rw [Finset.sum_eq_single i]
      · simp [mul_comm]
      · intro p _ hp
        simp [Ne.symm hp]
      · simp
    · intro q _ hq
      simp [Ne.symm hq]
    · simp
  -- Bloch expansion of a Wannier function
  have expand : ∀ n R, wannier T ψ U n R =
      ∑ k, ∑ i, (((Real.sqrt N : ℝ) : ℂ)⁻¹ * phase k R * U k i n) • ψ i k := by
    intro n R
    simp only [wannier, map_smul, map_sum, bloch_translate h, Finset.smul_sum, smul_smul]
    refine Finset.sum_congr rfl fun k _ => Finset.sum_congr rfl fun i _ => ?_
    congr 1
    ring
  have ha : conj (((Real.sqrt N : ℝ) : ℂ)⁻¹) * ((Real.sqrt N : ℝ) : ℂ)⁻¹ = (N : ℂ)⁻¹ := by
    rw [map_inv₀, Complex.conj_ofReal, ← mul_inv, ← Complex.ofReal_mul,
      Real.mul_self_sqrt (Nat.cast_nonneg N), Complex.ofReal_natCast]
  rw [expand, expand, pair, Finset.mul_sum]
  refine Finset.sum_congr rfl fun k _ => ?_
  rw [Matrix.mul_apply, Finset.mul_sum, Finset.mul_sum]
  refine Finset.sum_congr rfl fun i _ => ?_
  rw [Matrix.conjTranspose_apply, ← ha, ← phase_conj_mul]
  simp only [map_mul, starRingEnd_apply]
  ring
```

## Unitary mixing gives S-orthonormal Wannier functions

If \(U(k)^\dagger U(k) = 1\) for every \(k\), the matrix element leaves the sum and the phases do the rest:

\[ \langle w_{mR}, S w_{nR'}\rangle = \delta_{mn}\,\frac1N\sum_k\varphi_k(R'-R) = \delta_{mn}\,\delta_{RR'}. \]

The matrices at different \(k\) may be chosen independently; no smoothness in \(k\) is needed. Smoothness matters for localisation, which is a separate question.

```lean
/-- With unitary mixing matrices `U(k)`, ultrasoft Wannier functions are `S`-orthonormal in
index and cell. -/
theorem wannier_orthonormal (h : IsUltrasoftBloch T S ψ) (U : ZMod N → Matrix B B ℂ)
    (hU : ∀ k, U k ∈ Matrix.unitaryGroup B ℂ) (m n : B) (R R' : ZMod N) :
    inner ℂ (wannier T ψ U m R) (S (wannier T ψ U n R')) =
      if m = n ∧ R = R' then 1 else 0 := by
  have hN : (N : ℂ) ≠ 0 := Nat.cast_ne_zero.2 (NeZero.ne N)
  have h1 : ∀ k, (U k)ᴴ * U k = 1 := fun k => Matrix.mem_unitaryGroup_iff'.1 (hU k)
  rw [wannier_gram h]
  simp only [h1, ← Finset.sum_mul]
  rw [sum_phase]
  by_cases hR : R = R'
  · subst hR
    by_cases hmn : m = n <;> simp [hmn, hN, Matrix.one_apply]
  · rw [if_neg (sub_ne_zero.2 (Ne.symm hR))]
    simp [hR]
```

## S-orthonormal Wannier functions force unitary mixing

Suppose the Wannier functions are S-orthonormal, and write \(A(k) = U(k)^\dagger U(k)\). The overlap formula between cell 0 and cell \(R\) reads

\[ \frac1N\sum_k\varphi_k(R)\,A_{mn}(k) = \delta_{mn}\,\delta_{0R}. \]

Multiply by \(\varphi_q(R)^*\) and sum over \(R\). Because \(\varphi_k(R)\) is symmetric in \(k\) and \(R\), the sum \(\sum_R\varphi_q(R)^*\varphi_k(R)\) equals \(N\delta_{kq}\), and therefore

\[ A_{mn}(q) = \sum_R\varphi_q(R)^*\,\delta_{mn}\,\delta_{0R} = \delta_{mn}. \]

For a finite square matrix, \(U(q)^\dagger U(q) = 1\) is enough for unitarity. The `calc` block carries out this Fourier inversion, starting from \(A_{mn}(q)\).

```lean
/-- Conversely, if the Wannier functions built from ultrasoft Bloch states are `S`-orthonormal,
then every mixing matrix `U(k)` is unitary. -/
theorem unitary_of_wannier_orthonormal (h : IsUltrasoftBloch T S ψ)
    (U : ZMod N → Matrix B B ℂ)
    (hw : ∀ m n R R', inner ℂ (wannier T ψ U m R) (S (wannier T ψ U n R')) =
      if m = n ∧ R = R' then 1 else 0) (q : ZMod N) :
    U q ∈ Matrix.unitaryGroup B ℂ := by
  have hN : (N : ℂ) ≠ 0 := Nat.cast_ne_zero.2 (NeZero.ne N)
  have hc : ∀ a b : ZMod N, phase a b = phase b a := by
    intro a b
    rw [phase_eq, phase_eq, mul_comm]
  refine Matrix.mem_unitaryGroup_iff'.2 ?_
  change (U q)ᴴ * U q = 1
  ext m n
  have key : ∀ R, (N : ℂ)⁻¹ * ∑ k, phase k R * ((U k)ᴴ * U k) m n =
      if m = n ∧ 0 = R then 1 else 0 := by
    intro R
    have := hw m n 0 R
    rwa [wannier_gram h, sub_zero] at this
  -- Fourier inversion over the cells
  calc ((U q)ᴴ * U q) m n
      = (N : ℂ)⁻¹ * ∑ k, (∑ R, phase R (k - q)) * ((U k)ᴴ * U k) m n := by
        simp only [sum_phase, sub_eq_zero, ite_mul, zero_mul, Finset.sum_ite_eq',
          Finset.mem_univ, if_true]
        rw [inv_mul_cancel_left₀ hN]
    _ = ∑ R, conj (phase R q) * ((N : ℂ)⁻¹ * ∑ k, phase k R * ((U k)ᴴ * U k) m n) := by
        simp only [Finset.mul_sum, Finset.sum_mul]
        rw [Finset.sum_comm]
        refine Finset.sum_congr rfl fun R _ => Finset.sum_congr rfl fun k _ => ?_
        rw [← phase_conj_mul, hc k R]
        ring
    _ = (1 : Matrix B B ℂ) m n := by
        simp only [key]
        rw [Finset.sum_eq_single 0]
        · simp [phase, Matrix.one_apply]
        · intro R _ hR
          simp [Ne.symm hR]
        · simp
```

## A model with a nontrivial overlap operator

The assumptions are met by a whole family of examples in which \(S\) need not be the identity. Take one orthonormal basis vector \(e_{mk}\) for each band and momentum, and let all operators be diagonal in this basis.

```lean
/-- The operator multiplying each coordinate `i` by `d i`. -/
def diagOp {ι : Type*} (d : ι → ℂ) : EuclideanSpace ℂ ι →ₗ[ℂ] EuclideanSpace ℂ ι where
  toFun x := WithLp.toLp 2 fun i => d i * x i
  map_add' x y := by ext i; simp [mul_add]
  map_smul' c x := by ext i; simp [mul_left_comm]
```

Choose real nonzero numbers \(s_{mk}\) and set

\[ T_R e_{mk} = \varphi_k(R)\,e_{mk}, \qquad S e_{mk} = s_{mk}^2\, e_{mk}, \qquad \psi_{mk} = e_{mk}/s_{mk}. \]

Diagonal operators commute, the phases have modulus 1, and \(\langle\psi_{mk}, S\psi_{mk}\rangle = s_{mk}^2/s_{mk}^2 = 1\), while different basis vectors are orthogonal. In Lean the index `i` is the pair of band and momentum, with `i.2` the momentum.

```lean
/-- In the crystal-momentum representation, diagonal translations, the overlap operator with
diagonal entries `s²` (`s` real and nonzero) and the basis vectors divided by `s` form an
ultrasoft Bloch system. -/
theorem isUltrasoftBloch_witness (s : B × ZMod N → ℝ) (hs : ∀ i, s i ≠ 0) :
    IsUltrasoftBloch (fun R : ZMod N => diagOp fun i : B × ZMod N => phase i.2 R)
      (diagOp fun i => (s i : ℂ) ^ 2)
      (fun m k => WithLp.toLp 2 fun i => if i = (m, k) then (s i : ℂ)⁻¹ else 0) where
  trans_zero x := by ext i; simp [diagOp, phase]
  trans_add R R' x := by ext i; simp [diagOp, phase_add, mul_assoc]
  unitary R x y := by
    rw [PiLp.inner_apply, PiLp.inner_apply]
    refine Finset.sum_congr rfl fun i _ => ?_
    have h1 : conj (phase i.2 R) * phase i.2 R = 1 := by
      rw [phase_conj_mul, sub_self]
      simp [phase]
    simp only [diagOp, LinearMap.coe_mk, AddHom.coe_mk, RCLike.inner_apply, map_mul]
    linear_combination (y i * conj (x i)) * h1
  comm R x := by ext i; simp [diagOp, mul_left_comm]
  bloch m k := by
    ext i
    by_cases hi : i = (m, k)
    · subst hi
      simp [diagOp]
    · simp [diagOp, hi]
  normalized m n k := by
    rw [PiLp.inner_apply, Finset.sum_eq_single (m, k)]
    · by_cases hmn : m = n
      · subst hmn
        have h1 : (s (m, k) : ℂ) ≠ 0 := Complex.ofReal_ne_zero.2 (hs _)
        simp only [diagOp, LinearMap.coe_mk, AddHom.coe_mk, RCLike.inner_apply,
          ↓reduceIte, map_inv₀, Complex.conj_ofReal]
        field_simp
      · simp [diagOp, hmn]
    · intro i _ hi
      simp [hi]
    · simp

end

end UltrasoftWannier
```

```lean
#print axioms UltrasoftWannier.wannier_orthonormal
#print axioms UltrasoftWannier.unitary_of_wannier_orthonormal
```

```
'UltrasoftWannier.wannier_orthonormal' depends on axioms: [propext, Classical.choice, Quot.sound]
'UltrasoftWannier.unitary_of_wannier_orthonormal' depends on axioms: [propext, Classical.choice, Quot.sound]
```

## Two cells and one band, in numbers

Take \(N = 2\), one band, and \(s_0 = 1\), \(s_1 = 2\) in this model, so that \(S = \mathrm{diag}(1, 4)\), \(\psi_0 = e_0\) and \(\psi_1 = e_1/2\). With \(U(0) = U(1) = 1\) and \(\varphi_1(1) = -1\),

\[ w_0 = \frac{1}{\sqrt2}\Bigl(e_0 + \frac{e_1}{2}\Bigr), \qquad w_1 = \frac{1}{\sqrt2}\Bigl(e_0 - \frac{e_1}{2}\Bigr). \]

Then \(\langle w_0, S w_0\rangle = \tfrac12(1+1) = 1\) and \(\langle w_0, S w_1\rangle = \tfrac12(1-1) = 0\). Without \(S\), the same two products are \(\tfrac58\) and \(\tfrac38\).

Now take the non-unitary choice \(U(0) = \sqrt{3/2}\), \(U(1) = \sqrt{1/2}\). The S-norm is still \(\tfrac12(\tfrac32+\tfrac12) = 1\), but the overlap between the cells is \(\tfrac12(\tfrac32-\tfrac12) = \tfrac12\). Checking the norms alone would miss the error; the overlap between cells reveals it.
